# Reactive steady states of the mean-field ZGB model exist up to one critical CO fraction

Take the mean-field Ziff–Gulari–Barshad (ZGB) model with a finite, positive reaction constant and a gas containing both CO and oxygen. It has a steady state in which CO, oxygen and empty sites are all present exactly when two conditions hold: the CO fraction of the gas is below 2/3, and a polynomial inequality between that fraction and the reaction constant is satisfied. For each reaction constant, this test succeeds up to one positive critical CO fraction and fails above it, so such a state exists at every sufficiently small positive CO fraction.

```lean
import Mathlib

open Set

namespace MeanFieldZGB

noncomputable section

/-- The fraction of empty sites when CO covers a fraction `a` and oxygen a fraction `b`. -/
def vacancy (a b : ℝ) : ℝ := 1 - a - b

/-- Net rate of change of the CO coverage: adsorption on one empty site minus reaction. -/
def coRate (k y a b : ℝ) : ℝ := y * vacancy a b - k * a * b

/-- Net rate of change of the oxygen coverage: dissociative adsorption on two empty sites
minus reaction. -/
def oRate (k y a b : ℝ) : ℝ := 2 * (1 - y) * vacancy a b ^ 2 - k * a * b

/-- The ratio `w = y / (2 (1 - y))` of the CO and oxygen adsorption constants, for `y ≠ 1`. -/
def ratio (y : ℝ) : ℝ := y / (2 * (1 - y))

/-- A reactive steady state: both coverages are stationary, and CO, oxygen and empty sites
are all present. -/
structure IsReactive (k y a b : ℝ) : Prop where
  co_pos : 0 < a
  o_pos : 0 < b
  vacancy_pos : 0 < vacancy a b
  co_steady : coRate k y a b = 0
  o_steady : oRate k y a b = 0

/-- For `y < 1`, the fraction of empty sites in a reactive steady state equals `w`. -/
theorem vacancy_eq_ratio {k y a b : ℝ} (hy1 : y < 1) (h : IsReactive k y a b) :
    vacancy a b = ratio y := by
  have h1 := h.co_steady
  have h2 := h.o_steady
  unfold coRate at h1
  unfold oRate at h2
  have hd : 2 * (1 - y) ≠ 0 := by
    have : 0 < 1 - y := by linarith
    positivity
  -- equate the two adsorption rates and cancel one factor of the vacancy fraction
  have h3 : vacancy a b * (vacancy a b * (2 * (1 - y))) = vacancy a b * y := by
    linear_combination h2 - h1
  have h4 := mul_left_cancel₀ h.vacancy_pos.ne' h3
  unfold ratio
  exact (eq_div_iff hd).mpr h4

/-- For `y < 1`, the reaction rate per site in a reactive steady state is
`y ^ 2 / (2 (1 - y))`. -/
theorem turnover_rate {k y a b : ℝ} (hy1 : y < 1) (h : IsReactive k y a b) :
    k * a * b = y ^ 2 / (2 * (1 - y)) := by
  have h1 := h.co_steady
  unfold coRate at h1
  rw [vacancy_eq_ratio hy1 h] at h1
  unfold ratio at h1
  linear_combination -h1

/-- For `0 < y < 1`, the reactive steady states are the positive coverages with
sum `1 - w` and reaction rate `y w`. -/
theorem isReactive_iff {k y a b : ℝ} (hy : 0 < y) (hy1 : y < 1) :
    IsReactive k y a b ↔
      0 < a ∧ 0 < b ∧ a + b = 1 - ratio y ∧ k * a * b = y * ratio y := by
  have hd : 0 < 1 - y := by linarith
  constructor
  · intro h
    have hv := vacancy_eq_ratio hy1 h
    have h1 := h.co_steady
    unfold coRate at h1
    rw [hv] at h1
    unfold vacancy at hv
    exact ⟨h.co_pos, h.o_pos, by linarith, by linarith⟩
  · rintro ⟨ha, hb, hs, hp⟩
    have hv : vacancy a b = ratio y := by
      unfold vacancy
      linarith
    have hw : 2 * (1 - y) * ratio y = y := by
      unfold ratio
      exact mul_div_cancel₀ y (by positivity)
    have hpos : 0 < ratio y := by
      unfold ratio
      positivity
    refine ⟨ha, hb, by rw [hv]; exact hpos, ?_, ?_⟩
    · unfold coRate
      rw [hv]
      linarith
    · unfold oRate
      rw [hv]
      linear_combination ratio y * hw - hp

/-- For `k > 0` and `0 < y < 1`, a reactive steady state exists if and only if `w < 1` and
`4 y w / k ≤ (1 - w) ^ 2`. -/
theorem exists_reactive_iff {k y : ℝ} (hk : 0 < k) (hy : 0 < y) (hy1 : y < 1) :
    (∃ a b, IsReactive k y a b) ↔
      ratio y < 1 ∧ 4 * y * ratio y / k ≤ (1 - ratio y) ^ 2 := by
  constructor
  · rintro ⟨a, b, h⟩
    obtain ⟨ha, hb, hs, hp⟩ := (isReactive_iff hy hy1).mp h
    refine ⟨by linarith, ?_⟩
    rw [div_le_iff₀ hk, ← hs]
    nlinarith [mul_nonneg hk.le (sq_nonneg (a - b))]
  · rintro ⟨hw, hdisc⟩
    have hpos : 0 < ratio y := by
      have hd : 0 < 1 - y := by linarith
      unfold ratio
      positivity
    obtain ⟨q, hq⟩ : ∃ q, q = 4 * y * ratio y / k := ⟨_, rfl⟩
    have hq0 : 0 < q := by
      rw [hq]
      positivity
    have hkq : q * k = 4 * y * ratio y := (eq_div_iff hk.ne').mp hq
    rw [← hq] at hdisc
    -- the coverages are the two roots of a quadratic with discriminant `(1 - w) ^ 2 - q`
    obtain ⟨s, hs⟩ : ∃ s, s = Real.sqrt ((1 - ratio y) ^ 2 - q) := ⟨_, rfl⟩
    have hs0 : 0 ≤ s := by
      rw [hs]
      exact Real.sqrt_nonneg _
    have hs2 : s ^ 2 = (1 - ratio y) ^ 2 - q := by
      rw [hs]
      exact Real.sq_sqrt (by linarith)
    have hlt : s < 1 - ratio y := by
      by_contra hc
      have hc' : 1 - ratio y ≤ s := le_of_not_gt hc
      nlinarith
    refine ⟨(1 - ratio y + s) / 2, (1 - ratio y - s) / 2,
      (isReactive_iff hy hy1).mpr ⟨by linarith, by linarith, by ring, ?_⟩⟩
    linear_combination (-k / 4) * hs2 + hkq / 4

/-- For `k > 0` and `0 < y < 1`, a reactive steady state exists if and only if `y < 2/3` and
`8 y ^ 2 (1 - y) ≤ k (2 - 3 y) ^ 2`. -/
theorem exists_reactive_iff_poly {k y : ℝ} (hk : 0 < k) (hy : 0 < y) (hy1 : y < 1) :
    (∃ a b, IsReactive k y a b) ↔
      y < 2 / 3 ∧ 8 * y ^ 2 * (1 - y) ≤ k * (2 - 3 * y) ^ 2 := by
  have hd : 0 < 1 - y := by linarith
  have hw : 2 * (1 - y) * ratio y = y := by
    unfold ratio
    exact mul_div_cancel₀ y (by positivity)
  have e0 : 2 - 3 * y = 2 * (1 - y) * (1 - ratio y) := by linear_combination hw
  have e1 : 8 * y ^ 2 * (1 - y) = 4 * (1 - y) ^ 2 * (4 * y * ratio y) := by
    linear_combination (-(8 * y * (1 - y))) * hw
  have e2 : k * (2 - 3 * y) ^ 2 = 4 * (1 - y) ^ 2 * ((1 - ratio y) ^ 2 * k) := by
    rw [e0]
    ring
  have hc : 0 < 4 * (1 - y) ^ 2 := by positivity
  rw [exists_reactive_iff hk hy hy1, div_le_iff₀ hk, e1, e2]
  constructor
  · rintro ⟨h1, h2⟩
    have : 0 < 2 * (1 - y) * (1 - ratio y) := mul_pos (by linarith) (by linarith)
    exact ⟨by linarith, mul_le_mul_of_nonneg_left h2 hc.le⟩
  · rintro ⟨h1, h2⟩
    refine ⟨?_, le_of_mul_le_mul_left h2 hc⟩
    by_contra hn
    have hn' : 1 ≤ ratio y := le_of_not_gt hn
    nlinarith

/-- For `k > 0`, the difference of the two sides of the polynomial criterion increases
strictly with the CO fraction between `0` and `2/3`. -/
theorem criterion_strictMono {k x z : ℝ} (hk : 0 < k) (hx : 0 < x) (hxz : x < z)
    (hz : z < 2 / 3) :
    8 * x ^ 2 * (1 - x) - k * (2 - 3 * x) ^ 2 <
      8 * z ^ 2 * (1 - z) - k * (2 - 3 * z) ^ 2 := by
  have hz0 : 0 < z := hx.trans hxz
  have hx1 : 0 < 2 / 3 - x := by linarith
  have hz1 : 0 < 2 / 3 - z := by linarith
  have hA : 0 < z + x - z ^ 2 - z * x - x ^ 2 := by
    nlinarith [mul_pos hx hx1, mul_pos hz0 hz1, mul_pos hx hz1, mul_pos hz0 hx1]
  have h1 := mul_pos (sub_pos.mpr hxz) hA
  have h2 := mul_pos hk (mul_pos (sub_pos.mpr hxz) (by linarith : 0 < 4 - 3 * x - 3 * z))
  linarith only [h1, h2,
    (by ring : 8 * z ^ 2 * (1 - z) - k * (2 - 3 * z) ^ 2
        - (8 * x ^ 2 * (1 - x) - k * (2 - 3 * x) ^ 2)
      = 8 * ((z - x) * (z + x - z ^ 2 - z * x - x ^ 2))
        + 3 * (k * ((z - x) * (4 - 3 * x - 3 * z))))]

/-- For each `k > 0` there is a critical CO fraction `c` between `0` and `2/3` such that, for
`0 < y < 1`, a reactive steady state exists if and only if `y ≤ c`. -/
theorem single_threshold {k : ℝ} (hk : 0 < k) :
    ∃ c : ℝ, 0 < c ∧ c < 2 / 3 ∧
      ∀ y, 0 < y → y < 1 → ((∃ a b, IsReactive k y a b) ↔ y ≤ c) := by
  have hcont : ContinuousOn (fun x : ℝ => 8 * x ^ 2 * (1 - x) - k * (2 - 3 * x) ^ 2)
      (Icc 0 (2 / 3)) := by fun_prop
  -- the criterion changes sign between `0` and `2/3`
  obtain ⟨c, ⟨hc0, hc1⟩, hc⟩ := intermediate_value_Icc (by norm_num) hcont
    (show (0 : ℝ) ∈ Icc _ _ from ⟨by norm_num; linarith, by norm_num⟩)
  have hc' : 8 * c ^ 2 * (1 - c) - k * (2 - 3 * c) ^ 2 = 0 := hc
  have hcpos : 0 < c := by
    refine lt_of_le_of_ne hc0 ?_
    intro h
    rw [← h] at hc'
    linarith
  have hclt : c < 2 / 3 := by
    refine lt_of_le_of_ne hc1 ?_
    intro h
    rw [h] at hc'
    norm_num at hc'
  refine ⟨c, hcpos, hclt, fun y hy hy1 => ?_⟩
  rw [exists_reactive_iff_poly hk hy hy1]
  constructor
  · rintro ⟨h1, h2⟩
    by_contra hn
    have := criterion_strictMono hk hcpos (lt_of_not_ge hn) h1
    linarith
  · intro h
    refine ⟨by linarith, ?_⟩
    rcases h.lt_or_eq with h | h
    · have := criterion_strictMono hk hy h hclt
      linarith
    · rw [h]
      linarith

/-- For each `k > 0`, a reactive steady state exists at every sufficiently small positive
CO fraction. -/
theorem no_oxygen_threshold {k : ℝ} (hk : 0 < k) :
    ∃ c : ℝ, 0 < c ∧ ∀ y, 0 < y → y < c → ∃ a b, IsReactive k y a b := by
  obtain ⟨c, hc, hc1, h⟩ := single_threshold hk
  exact ⟨c, hc, fun y hy hyc => (h y hy (by linarith)).mpr hyc.le⟩

end

end MeanFieldZGB
```

```lean
#print axioms MeanFieldZGB.turnover_rate
#print axioms MeanFieldZGB.exists_reactive_iff_poly
#print axioms MeanFieldZGB.no_oxygen_threshold
```

```
'MeanFieldZGB.turnover_rate' depends on axioms: [propext, Classical.choice, Quot.sound]
'MeanFieldZGB.exists_reactive_iff_poly' depends on axioms: [propext, Classical.choice, Quot.sound]
'MeanFieldZGB.no_oxygen_threshold' depends on axioms: [propext, Classical.choice, Quot.sound]
```

## Coverages, rates and the reactive state

The model describes CO oxidation on a surface. The gas has CO fraction $y$ and oxygen fraction $1-y$. A fraction $a$ of the sites carries CO, a fraction $b$ carries atomic oxygen, and $v = 1-a-b$ is empty; this is `vacancy a b`. The net rates `coRate` and `oRate` are

$$y v - k a b, \qquad 2(1-y)v^2 - k a b .$$

CO needs one empty site. An oxygen molecule needs two and delivers two atoms, hence the factor 2 and the square. The constant $k$ measures how fast adsorbed CO and oxygen react, relative to the rate at which gas molecules strike the surface; any factor for the number of neighbouring sites is absorbed in it. In the original lattice model neighbouring CO and oxygen react instantly; here the reaction has a finite rate. The product CO₂ leaves at once, and neither reactant desorbs.

`IsReactive k y a b` says that $a$, $b$ and $v$ are positive and both net rates vanish. The coverages are declared as arbitrary real numbers, but positivity together with $a+b+v=1$ places each of them between 0 and 1.

With $w = y/(2(1-y))$, written `ratio y`, the main statements for $k>0$ and $0<y<1$ are these:

- `exists_reactive_iff`: a reactive steady state exists exactly when $w<1$ and $4yw/k \le (1-w)^2$.
- `exists_reactive_iff_poly`: the same condition reads $y<2/3$ and $8y^2(1-y) \le k(2-3y)^2$.
- `single_threshold`: for each $k$ there is a $c$ with $0<c<2/3$ such that a reactive steady state exists exactly when $y\le c$. Two different values of $c$ would disagree about some $y$ between them, so $c$ is determined by $k$.
- `no_oxygen_threshold`: for each $k$, a reactive steady state exists at all sufficiently small $y>0$. The name refers to a lower threshold, below which oxygen would cover the whole surface and no reactive state would exist; these rate equations have none.

## What mean field leaves out

The products $v^2$ and $ab$ replace the probabilities of finding two empty neighbours, or a CO next to an oxygen. Spatial correlations are therefore absent. The lattice ZGB model, with its local adsorption and reaction rules, does poison with oxygen at low CO fraction, and these theorems do not contradict that: they concern the rate equations alone.

They also concern existence, not stability. A fully oxygen-covered surface, $a=0$, $b=1$, $v=0$, makes both rates zero at every $y$, and the theorems do not decide which stationary state a given initial surface approaches. For simulation practice, the criterion can check a root finder applied to this well-mixed, desorption-free model: above $c$, a failure to find a reactive root is the correct answer.

## From two rate equations to a sum and a product

In a steady state both adsorption rates equal $kab$, so

$$y v = 2(1-y)v^2 .$$

Since $v>0$, one factor cancels and $v = y/(2(1-y)) = w$. This is `vacancy_eq_ratio`, where `linear_combination` subtracts the two rate equations and `mul_left_cancel₀` removes the common factor. The reaction rate per site is then

$$k a b = y w = \frac{y^2}{2(1-y)},$$

which is `turnover_rate`. It does not depend on $k$, although whether the state exists does.

The unknowns $a$ and $b$ now satisfy

$$a+b = 1-w, \qquad k a b = y w .$$

Conversely, positive $a$ and $b$ obeying these two equations have $v=w>0$. The CO equation holds because $yv=yw=kab$, and the oxygen equation because $2(1-y)w^2 = yw$. The theorem `isReactive_iff` records both directions.

## When positive coverages exist

Suppose that a reactive state exists. Then $1-w=a+b>0$, and

$$(1-w)^2 - \frac{4yw}{k} = (a+b)^2 - 4ab = (a-b)^2 \ge 0 .$$

The Lean proof multiplies through by $k$ and gives `nlinarith` the inequality $k(a-b)^2\ge 0$.

For the converse, put $q=4yw/k>0$ and $s=\sqrt{(1-w)^2-q}$, which is real by assumption. Since $s^2<(1-w)^2$ and $1-w>0$, we have $0\le s<1-w$. Therefore

$$a=\frac{1-w+s}{2}, \qquad b=\frac{1-w-s}{2}$$

are both positive. Their sum is $1-w$, and their product is $((1-w)^2-s^2)/4=q/4=yw/k$, as required. The proof of `exists_reactive_iff` supplies exactly these two numbers. Exchanging them gives another solution when $s>0$, because the sum and the product are symmetric.

To remove the fractions, use

$$2-3y = 2(1-y)(1-w), \qquad 8y^2(1-y) = 4(1-y)^2\cdot 4yw .$$

The first identity turns $w<1$ into $y<2/3$. Multiplying $4yw\le k(1-w)^2$ by the positive number $4(1-y)^2$ gives the polynomial inequality.

## Why there is only one threshold

Let $F(x)=8x^2(1-x)-k(2-3x)^2$. For $y<2/3$ a reactive state exists exactly when $F(y)\le 0$. For $0<x<z<2/3$, factoring gives

$$F(z)-F(x) = 8(z-x)\,(x+z-x^2-xz-z^2) + 3k(z-x)(4-3x-3z).$$

The last bracket is positive because $x+z<4/3$. For the other, $x^2<\tfrac23x$ and $z^2<\tfrac23z$. Averaging $xz<\tfrac23x$ and $xz<\tfrac23z$ gives $xz<\tfrac13(x+z)$. Adding the three bounds yields $x^2+xz+z^2<x+z$. Hence $F$ increases strictly, which is `criterion_strictMono`; the products passed to `nlinarith` there encode these same bounds.

At the ends, $F(0)=-4k<0$ and $F(2/3)=32/27>0$. The intermediate value theorem, `intermediate_value_Icc`, supplies a zero $c$ in the closed interval, and since $F$ is not zero at either end, $0<c<2/3$. Monotonicity then gives $F(y)\le0$ exactly for $y\le c$ as long as $y<2/3$, and for $y\ge 2/3$ there is no reactive state and $y>c$ as well. This proves `single_threshold`, and `no_oxygen_threshold` keeps the part with $0<y<c$.

## The case $k=4$, and the limit of little CO

Take $k=4$ and $y=1/2$. Both sides of the polynomial inequality equal 1, so $c=1/2$. Here $w=1/2$, hence $a+b=1/2$ and $ab=1/16$, which gives $a=b=1/4$ and $v=1/2$. All three rates, $yv$, $2(1-y)v^2$ and $kab$, equal $1/4$.

At $y=3/5$ with the same $k$, $w=3/4$. The criterion would need $4yw/k=0.45$ to be at most $(1-w)^2=0.0625$, so no reactive state exists.

As $y\to0^+$ at fixed $k$, $w\to0$. The left side of the polynomial inequality tends to 0 while the right side tends to $4k>0$, so the inequality holds. One coverage tends to 1 and the other behaves as $y^2/(2k)$; by the exchange symmetry, either species can be the majority. The two states differ in stability, which the theorems do not cover: linearising the rate equations about a reactive state gives a Jacobian with determinant $ky(b-a)$, which is negative when $a>b$, so the state with more CO than oxygen is unstable. The minority coverage becomes very small but stays positive for every $y>0$ in this range. At $y=0$ itself the CO equation forces $ab=0$, and the reactive state is gone.
